# The committor variance from the mean and variance of shot fractions

Draw a configuration from a finite set with normalised weights and launch the same number of independent shots from each one drawn. If that number is at least two, the mean and variance of the observed fraction of shots reaching state B determine the variance of the committor exactly.

The committor $q(x)$ is the probability that a trajectory launched from configuration $x$ reaches B before the competing state A. A committor histogram tests a proposed reaction coordinate: configurations that share a value of a good coordinate should have nearly equal committors. Finitely many shots add a spread of their own even then, unless every configuration drawn has committor 0 or 1. In this model of independent shots from a finite set of configurations, that contribution to the variance can be subtracted when each configuration drawn gets at least two shots.

## The shooting experiment

```lean
import Mathlib

open Finset

namespace CommittorHistogram

noncomputable section
```

A shot has two outcomes, `true` for B and `false` for A, with weights $w_q(\text{true})=q$ and $w_q(\text{false})=1-q$. Every shot is thus assumed to end in A or B.

```lean
/-- Probability of one shot's outcome (`true` means that it reaches B) at committor value `q`. -/
def shotWeight (q : ℝ) (b : Bool) : ℝ := if b then q else 1 - q
```

A record $\omega$ of $N$ shots is a map `Fin N → Bool`, with shots numbered $0,\dots,N-1$. Independence enters as the product of the weights:

$$E_{N,q}[g]=\sum_\omega\Big(\prod_{i=0}^{N-1} w_q(\omega_i)\Big)g(\omega).$$

```lean
/-- Average of `g` over the records of `N` independent shots with committor value `q`. -/
def shotAverage (N : ℕ) (q : ℝ) (g : (Fin N → Bool) → ℝ) : ℝ :=
  ∑ ω : Fin N → Bool, (∏ i, shotWeight q (ω i)) * g ω
```

Write $h(\omega)$ for the number of hits, that is, of shots reaching B. The observed fraction is $h/N$.

```lean
/-- Number of shots in a record that reach B. -/
def hits {N : ℕ} (ω : Fin N → Bool) : ℝ := ∑ i, if ω i then (1 : ℝ) else 0

/-- Observed fraction of shots that reach B. -/
def hitFraction {N : ℕ} (ω : Fin N → Bool) : ℝ := hits ω / N
```

The type `X` is the finite set of configurations, with weights $p(x)$. Write $\langle f\rangle=\sum_x p(x)f(x)$, $\mu=\langle q\rangle$ and $\mathrm{Var}(q)=\langle(q-\mu)^2\rangle$.

```lean
variable {X : Type*} [Fintype X]

/-- Average of `f` over configurations with weights `p`. -/
def ensembleAverage (p f : X → ℝ) : ℝ := ∑ x, p x * f x

/-- Variance of the true committor over the configurations. -/
def committorVariance (p q : X → ℝ) : ℝ :=
  ensembleAverage p (fun x => (q x - ensembleAverage p q) ^ 2)
```

The whole experiment averages first over records at fixed $x$, then over $x$. Its observed mean $m$ and variance $V$ are those of $h/N$ under this joint average. They are exact averages, so the statistical error from a finite sample of configurations is not treated.

```lean
/-- Average over the whole experiment: draw a configuration, then launch `N` shots from it. -/
def jointAverage (p q : X → ℝ) (N : ℕ) (g : (Fin N → Bool) → ℝ) : ℝ :=
  ensembleAverage p (fun x => shotAverage N (q x) g)

/-- Mean of the observed fraction. -/
def observedMean (p q : X → ℝ) (N : ℕ) : ℝ := jointAverage p q N hitFraction

/-- Variance of the observed fraction. -/
def observedVariance (p q : X → ℝ) (N : ℕ) : ℝ :=
  jointAverage p q N (fun ω => (hitFraction ω - observedMean p q N) ^ 2)
```

In the code `p` and `q` are arbitrary real functions. Normalisation, signs and the range of $q$ are assumed only where a part says so. The committor is given as a function and is not derived from any dynamics.

## (a) Splitting off the first shot

**Task.** For any function $g$ of a record of $N+1$ shots, show that

$$E_{N+1,q}[g]=q\,E_{N,q}[g(\text{true},\omega)]+(1-q)\,E_{N,q}[g(\text{false},\omega)].$$

**Solution.** Each record of $N+1$ shots is a first outcome $b$ followed by a record $\omega$ of $N$ shots. Its weight is $w_q(b)\prod_i w_q(\omega_i)$. Summing over $\omega$ for each $b$, and then over the two values of $b$, gives the two terms.

In Lean the joined record is `Fin.cons b ω`. Step `h` factorises its weight, and `hs` rewrites the sum over records as a double sum.

```lean
/-- The average over `N + 1` shots splits according to the outcome of the first shot. -/
theorem shotAverage_succ (N : ℕ) (q : ℝ) (g : (Fin (N + 1) → Bool) → ℝ) :
    shotAverage (N + 1) q g = q * shotAverage N q (fun ω => g (Fin.cons true ω))
      + (1 - q) * shotAverage N q (fun ω => g (Fin.cons false ω)) := by
  have h : ∀ (b : Bool) (ω : Fin N → Bool),
      (∏ i, shotWeight q ((Fin.cons b ω : Fin (N + 1) → Bool) i))
        = shotWeight q b * ∏ i, shotWeight q (ω i) := by
    intro b ω
    rw [Fin.prod_univ_succ]
    simp only [Fin.cons_zero, Fin.cons_succ]
  have ht : shotWeight q true = q := by simp [shotWeight]
  have hf : shotWeight q false = 1 - q := by simp [shotWeight]
  have hs : shotAverage (N + 1) q g = ∑ b : Bool, ∑ ω : Fin N → Bool,
      (∏ i, shotWeight q ((Fin.cons b ω : Fin (N + 1) → Bool) i)) * g (Fin.cons b ω) := by
    unfold shotAverage
    rw [← (Fin.consEquiv (fun _ : Fin (N + 1) => Bool)).sum_comp, Fintype.sum_prod_type]
    rfl
  rw [hs]
  simp only [h, Fintype.sum_bool, mul_assoc, ← Finset.mul_sum, ht, hf, shotAverage]
```

## (b) Quadratic polynomials in the number of hits

**Task.** For real $a,b,c$ and every $N\ge 0$, show that

$$E_{N,q}[a+bh+ch^2]=a+bNq+c\big(Nq(1-q)+N^2q^2\big).$$

**Solution.** Use induction on $N$. For $N=0$ there is one empty record, with weight 1 and $h=0$, and both sides equal $a$.

For the step, let $S=Nq(1-q)+N^2q^2$. If the first shot hits, the polynomial becomes

$$a+b(1+h)+c(1+h)^2=(a+b+c)+(b+2c)h+ch^2.$$

If it misses, the polynomial is unchanged. By (a) and the induction hypothesis, the average over $N+1$ shots is

$$q\big[(a+b+c)+(b+2c)Nq+cS\big]+(1-q)\big[a+bNq+cS\big]$$
$$=a+b(N+1)q+c\,(S+q+2Nq^2).$$

Finally, $S+q+2Nq^2=(N+1)q(1-q)+(N+1)^2q^2$.

The coefficients change when the first shot hits, so the induction runs with `generalizing a b c`. Steps `h1` and `h0` count the hits in the two cases, and `ring` does the last algebra.

```lean
/-- Average of a quadratic polynomial in the number of hits, for `N` independent shots. -/
theorem shotAverage_quadratic (N : ℕ) (q a b c : ℝ) :
    shotAverage N q (fun ω => a + b * hits ω + c * hits ω ^ 2)
      = a + b * (N * q) + c * (N * (q * (1 - q)) + (N * q) ^ 2) := by
  induction N generalizing a b c with
  | zero => simp [shotAverage, hits]
  | succ n ih =>
    have h1 : ∀ ω : Fin n → Bool,
        hits (Fin.cons true ω : Fin (n + 1) → Bool) = 1 + hits ω := by
      intro ω
      unfold hits
      rw [Fin.sum_univ_succ]
      simp only [Fin.cons_zero, Fin.cons_succ, if_true]
    have h0 : ∀ ω : Fin n → Bool,
        hits (Fin.cons false ω : Fin (n + 1) → Bool) = hits ω := by
      intro ω
      unfold hits
      rw [Fin.sum_univ_succ]
      simp only [Fin.cons_zero, Fin.cons_succ, Bool.false_eq_true, if_false, zero_add]
    -- a first hit shifts the count by one, which gives another quadratic polynomial
    have e : (fun ω : Fin n → Bool => a + b * (1 + hits ω) + c * (1 + hits ω) ^ 2)
        = fun ω => (a + b + c) + (b + 2 * c) * hits ω + c * hits ω ^ 2 := by
      funext ω
      ring
    rw [shotAverage_succ]
    simp only [h1, h0]
    rw [e, ih, ih]
    push_cast
    ring
```

## (c) The mean fraction at one configuration

**Task.** For $N\neq0$, show that $E_{N,q}[h/N]=q$.

**Solution.** Take the coefficients $0,\ 1/N,\ 0$ in (b). The average is $(1/N)\,Nq=q$. Step `e` puts the fraction into this polynomial form.

```lean
/-- At fixed committor value the observed fraction has mean `q`. -/
theorem shotAverage_hitFraction {N : ℕ} (hN : N ≠ 0) (q : ℝ) :
    shotAverage N q hitFraction = q := by
  have hN' : (N : ℝ) ≠ 0 := Nat.cast_ne_zero.mpr hN
  have e : (hitFraction : (Fin N → Bool) → ℝ)
      = fun ω => 0 + (1 / (N : ℝ)) * hits ω + 0 * hits ω ^ 2 := by
    funext ω
    unfold hitFraction
    ring
  rw [e, shotAverage_quadratic]
  field_simp
  ring
```

## (d) Squared deviation from an arbitrary value

**Task.** For $N\neq0$ and any real $c$, show that

$$E_{N,q}\big[(h/N-c)^2\big]=\frac{q(1-q)}{N}+(q-c)^2.$$

**Solution.** Expand the square as $c^2-(2c/N)h+h^2/N^2$ and apply (b):

$$c^2-2cq+\frac{q(1-q)}{N}+q^2=\frac{q(1-q)}{N}+(q-c)^2.$$

The first term is the shot noise. The reference value $c$ is left free because the experiment measures deviations from the overall mean, not from the local $q$.

```lean
/-- At fixed committor value, the mean squared deviation of the observed fraction from `c` is
the shot noise `q (1 - q) / N` plus `(q - c) ^ 2`. -/
theorem shotAverage_sq_deviation {N : ℕ} (hN : N ≠ 0) (q c : ℝ) :
    shotAverage N q (fun ω => (hitFraction ω - c) ^ 2) = q * (1 - q) / N + (q - c) ^ 2 := by
  have hN' : (N : ℝ) ≠ 0 := Nat.cast_ne_zero.mpr hN
  have e : (fun ω : Fin N → Bool => (hitFraction ω - c) ^ 2)
      = fun ω => c ^ 2 + (-2 * c / (N : ℝ)) * hits ω + (1 / (N : ℝ) ^ 2) * hits ω ^ 2 := by
    funext ω
    unfold hitFraction
    ring
  rw [e, shotAverage_quadratic]
  field_simp
  ring
```

## (e) The mean over the whole experiment

**Task.** For $N\neq0$, show that $m=\mu$.

**Solution.** By (c), $m=\sum_x p(x)\,E_{N,q(x)}[h/N]=\sum_x p(x)q(x)=\mu$.

```lean
/-- The mean of the observed fraction is the ensemble average of the committor. -/
theorem observedMean_eq (p q : X → ℝ) {N : ℕ} (hN : N ≠ 0) :
    observedMean p q N = ensembleAverage p q := by
  simp only [observedMean, jointAverage, shotAverage_hitFraction hN]
```

## (f) The averaged shot noise

**Task.** For $\sum_x p(x)=1$, show that

$$\langle q(1-q)\rangle=\mu(1-\mu)-\mathrm{Var}(q).$$

**Solution.** For any number $t$, $q(1-q)+(q-t)^2=(1-2t)q+t^2$. Averaging gives

$$\langle q(1-q)\rangle+\langle(q-t)^2\rangle=(1-2t)\mu+t^2\sum_x p(x).$$

Set $t=\mu$ and use normalisation. The right side becomes $\mu-2\mu^2+\mu^2=\mu(1-\mu)$. The averaged identity is `key`, and `hp1` is the normalisation.

```lean
/-- The ensemble average of `q (1 - q)` is `m (1 - m)` minus the committor variance,
where `m` is the mean committor. -/
theorem average_shotNoise (p q : X → ℝ) (hp1 : ∑ x, p x = 1) :
    ensembleAverage p (fun x => q x * (1 - q x))
      = ensembleAverage p q * (1 - ensembleAverage p q) - committorVariance p q := by
  have key : ∀ m : ℝ, ensembleAverage p (fun x => q x * (1 - q x))
      + ensembleAverage p (fun x => (q x - m) ^ 2)
        = (1 - 2 * m) * ensembleAverage p q + m ^ 2 * ∑ x, p x := by
    intro m
    simp only [ensembleAverage, Finset.mul_sum, ← Finset.sum_add_distrib]
    exact Finset.sum_congr rfl (fun x _ => by ring)
  have h := key (ensembleAverage p q)
  rw [hp1] at h
  unfold committorVariance
  linear_combination h
```

## (g) The observed variance

**Task.** For normalised weights and $N\neq0$, show that

$$NV=\mu(1-\mu)+(N-1)\,\mathrm{Var}(q).$$

**Solution.** By (e), $V$ measures deviations from $\mu$. Put $c=\mu$ in (d) and average over $x$:

$$V=\frac{\langle q(1-q)\rangle}{N}+\mathrm{Var}(q).$$

Multiply by $N$ and insert (f):

$$NV=\mu(1-\mu)-\mathrm{Var}(q)+N\,\mathrm{Var}(q).$$

The decomposition of $V$ is `hV`.

```lean
/-- `N` times the observed variance is `m (1 - m)` plus `N - 1` times the committor variance,
where `m` is the mean committor. -/
theorem mul_observedVariance (p q : X → ℝ) (hp1 : ∑ x, p x = 1) {N : ℕ} (hN : N ≠ 0) :
    N * observedVariance p q N = ensembleAverage p q * (1 - ensembleAverage p q)
      + ((N : ℝ) - 1) * committorVariance p q := by
  have hN' : (N : ℝ) ≠ 0 := Nat.cast_ne_zero.mpr hN
  -- mean squared deviation from any `m`: averaged shot noise plus that of the committor from `m`
  have key : ∀ m : ℝ, jointAverage p q N (fun ω => (hitFraction ω - m) ^ 2)
      = ensembleAverage p (fun x => q x * (1 - q x)) / N
        + ensembleAverage p (fun x => (q x - m) ^ 2) := by
    intro m
    simp only [jointAverage, shotAverage_sq_deviation hN, ensembleAverage, Finset.sum_div,
      ← Finset.sum_add_distrib]
    exact Finset.sum_congr rfl (fun x _ => by ring)
  have hV : observedVariance p q N
      = ensembleAverage p (fun x => q x * (1 - q x)) / N + committorVariance p q := by
    unfold observedVariance committorVariance
    rw [observedMean_eq p q hN]
    exact key _
  rw [hV, mul_add, mul_div_cancel₀ _ hN', average_shotNoise p q hp1]
  ring
```

## (h) Removing the shot noise

**Task.** For normalised weights and $N\ge2$, show that $m=\mu$ and

$$\mathrm{Var}(q)=\frac{NV-m(1-m)}{N-1}.$$

**Solution.** The first equation is (e). Replace $\mu$ by $m$ in (g), move $m(1-m)$ to the left, and divide by $N-1$, which is nonzero. The right side now contains only the number of shots and the two observed moments. In Lean, `eq_div_iff` clears the denominator and `linear_combination` rearranges (g).

```lean
/-- For normalised weights and at least two shots per configuration, the observed mean is the mean
committor, and the committor variance is given by a formula in `N`, the observed mean and the
observed variance. -/
theorem committorVariance_eq (p q : X → ℝ) (hp1 : ∑ x, p x = 1) {N : ℕ} (hN : 2 ≤ N) :
    observedMean p q N = ensembleAverage p q ∧
    committorVariance p q = (N * observedVariance p q N
      - observedMean p q N * (1 - observedMean p q N)) / ((N : ℝ) - 1) := by
  have hN0 : N ≠ 0 := by omega
  have h2 : (2 : ℝ) ≤ N := by exact_mod_cast hN
  have hN1 : (N : ℝ) - 1 ≠ 0 := by linarith
  refine ⟨observedMean_eq p q hN0, ?_⟩
  rw [observedMean_eq p q hN0, eq_div_iff hN1]
  linear_combination -(mul_observedVariance p q hp1 hN0)
```

## (i) One shot per configuration

**Task.** For normalised weights and $N=1$, show that $V=m(1-m)$.

**Solution.** In (g) the factor $N-1$ vanishes, and $\mu=m$ by (e). The variance then carries no information beyond the mean. A committor equal to $1/2$ everywhere and one equal to 0 or 1 with equal total weight both give $V=1/4$.

```lean
/-- With a single shot per configuration the observed variance is `m (1 - m)`, where `m` is the
observed mean, for every committor function. -/
theorem observedVariance_one (p q : X → ℝ) (hp1 : ∑ x, p x = 1) :
    observedVariance p q 1 = observedMean p q 1 * (1 - observedMean p q 1) := by
  have h := mul_observedVariance p q hp1 one_ne_zero
  rw [Nat.cast_one] at h
  rw [observedMean_eq p q one_ne_zero]
  linear_combination h
```

## (j) Bounds on the observed variance

**Task.** Let $p$ be nonnegative and normalised, $0\le q\le1$ and $N\neq0$. Show that

$$\frac{m(1-m)}{N}\le V\le m(1-m).$$

**Solution.** Nonnegative weights give $\mathrm{Var}(q)\ge0$, so (g) yields $NV\ge m(1-m)$. Since $q(1-q)\ge0$, (f) gives $\mathrm{Var}(q)\le m(1-m)$, so (g) yields $NV\le N\,m(1-m)$. Divide both by $N$. The two sign facts are `hvar` and `hnoise`.

```lean
/-- The observed variance lies between `m (1 - m) / N` and `m (1 - m)`, where `m` is the
observed mean. -/
theorem observedVariance_bounds (p q : X → ℝ) (hp : ∀ x, 0 ≤ p x) (hp1 : ∑ x, p x = 1)
    (hq0 : ∀ x, 0 ≤ q x) (hq1 : ∀ x, q x ≤ 1) {N : ℕ} (hN : N ≠ 0) :
    observedMean p q N * (1 - observedMean p q N) / N ≤ observedVariance p q N ∧
    observedVariance p q N ≤ observedMean p q N * (1 - observedMean p q N) := by
  have h1 : (1 : ℝ) ≤ N := by exact_mod_cast Nat.one_le_iff_ne_zero.mpr hN
  have hpos : (0 : ℝ) < N := by linarith
  have hV := mul_observedVariance p q hp1 hN
  have hvar : 0 ≤ committorVariance p q :=
    Finset.sum_nonneg (fun x _ => mul_nonneg (hp x) (sq_nonneg _))
  have hnoise : 0 ≤ ensembleAverage p (fun x => q x * (1 - q x)) :=
    Finset.sum_nonneg (fun x _ =>
      mul_nonneg (hp x) (mul_nonneg (hq0 x) (sub_nonneg.mpr (hq1 x))))
  rw [average_shotNoise p q hp1] at hnoise
  have a := mul_nonneg (sub_nonneg.mpr h1) hvar
  have b := mul_nonneg (sub_nonneg.mpr h1) hnoise
  rw [observedMean_eq p q hN]
  constructor
  · rw [div_le_iff₀ hpos]
    linarith
  · refine le_of_mul_le_mul_left ?_ hpos
    linarith
```

## (k) When only shot noise remains

**Task.** Let $p$ be nonnegative and normalised, and $N\ge2$. Show that

$$V=\frac{m(1-m)}{N}\iff q(x)=m\ \text{ whenever } p(x)\neq0.$$

**Solution.** By (g) and (e), the left equation says $(N-1)\,\mathrm{Var}(q)=0$, hence $\mathrm{Var}(q)=0$. This is a sum of nonnegative terms $p(x)(q(x)-m)^2$, so each vanishes, and $q(x)=m$ wherever $p(x)\neq0$. Conversely, if $q(x)=m$ there, every term is zero and (g) returns the left equation. Lean separates the sum with `Finset.sum_eq_zero_iff_of_nonneg`.

```lean
/-- With at least two shots, the observed variance equals `m (1 - m) / N` exactly when the
committor equals the observed mean `m` on every configuration of nonzero weight. -/
theorem pure_shotNoise_iff (p q : X → ℝ) (hp : ∀ x, 0 ≤ p x) (hp1 : ∑ x, p x = 1)
    {N : ℕ} (hN : 2 ≤ N) :
    observedVariance p q N = observedMean p q N * (1 - observedMean p q N) / N ↔
      ∀ x, p x ≠ 0 → q x = observedMean p q N := by
  have hN0 : N ≠ 0 := by omega
  have h2 : (2 : ℝ) ≤ N := by exact_mod_cast hN
  have hN' : (N : ℝ) ≠ 0 := by linarith
  have hN1 : (N : ℝ) - 1 ≠ 0 := by linarith
  have hV := mul_observedVariance p q hp1 hN0
  rw [observedMean_eq p q hN0, eq_div_iff hN']
  constructor
  · intro h x hx
    have h0 : ((N : ℝ) - 1) * committorVariance p q = 0 := by linear_combination h - hV
    -- a vanishing sum of nonnegative terms vanishes term by term
    have hs : ∑ x, p x * (q x - ensembleAverage p q) ^ 2 = 0 :=
      (mul_eq_zero.mp h0).resolve_left hN1
    rw [Finset.sum_eq_zero_iff_of_nonneg
      (fun x _ => mul_nonneg (hp x) (sq_nonneg _))] at hs
    have hsq := (mul_eq_zero.mp (hs x (Finset.mem_univ x))).resolve_left hx
    exact sub_eq_zero.mp (pow_eq_zero_iff two_ne_zero |>.mp hsq)
  · intro h
    have h0 : committorVariance p q = 0 := by
      refine Finset.sum_eq_zero (fun x _ => ?_)
      by_cases hx : p x = 0
      · simp [hx]
      · simp [h x hx]
    rw [h0] at hV
    linear_combination hV

end

end CommittorHistogram
```

```lean
#print axioms CommittorHistogram.committorVariance_eq
-- 'CommittorHistogram.committorVariance_eq' depends on axioms: [propext, Classical.choice, Quot.sound]
#print axioms CommittorHistogram.observedVariance_one
-- 'CommittorHistogram.observedVariance_one' depends on axioms: [propext, Classical.choice, Quot.sound]
#print axioms CommittorHistogram.observedVariance_bounds
-- 'CommittorHistogram.observedVariance_bounds' depends on axioms: [propext, Classical.choice, Quot.sound]
#print axioms CommittorHistogram.pure_shotNoise_iff
-- 'CommittorHistogram.pure_shotNoise_iff' depends on axioms: [propext, Classical.choice, Quot.sound]
```

## Counting pairs of hits

A neighbouring formula, not among the theorems above, follows from (b) with coefficients $0,-1,1$:

$$E_{N,q}[h(h-1)]=N(N-1)q^2.$$

For $N\ge2$, averaging $h(h-1)/\big(N(N-1)\big)$ over the whole experiment therefore gives $\langle q^2\rangle$, the second moment of the committor, with no shot-noise term.
